# A field gradient that commutes with a rotation is axial, unless the angle is a multiple of π

Site symmetry is represented here by one matrix equation, QR = RQ, where Q is the electric field gradient at a nucleus and R is a rotation that leaves the site unchanged. Q is a real 3×3 matrix, symmetric because it collects second derivatives of a potential. It is traceless because the isotropic part, due to the electron density at the nucleus, has been removed. For a unit vector u and an angle θ,

R = cos θ 1 + sin θ K + (1 − cos θ) uuᵀ,

where Kx = u × x and 1 is the unit matrix; a number added to or subtracted from a matrix stands for that multiple of 1. If θ is not an integer multiple of π, then QR = RQ holds exactly when

Q = q(uuᵀ − 1/3), q = (3/2) uᵀQu.

Two such axes u ≠ ±w force Q = 0.

## From the commutator to the axial form

Transposing QR = RQ gives RᵀQ = QRᵀ. Since R − Rᵀ = 2 sin θ K and sin θ ≠ 0, subtraction gives QK = KQ. Hence Q commutes with K² = uuᵀ − 1, and so with uuᵀ. Applied to u, this reads

Qu = λu, λ = uᵀQu.

For any 3×3 matrix M, writing [a] for the cross-product matrix of a,

MᵀK + KM + [Mu] = tr(M) K.

Sandwiched between vectors x and y, this says that det(Mx,u,y) + det(x,Mu,y) + det(x,u,My) = tr(M) det(x,u,y). The left side is alternating and trilinear, so it is a multiple of the determinant, and the standard basis gives the factor tr(M). For M = Q the identity becomes 2QK = −λK. Multiplying by K on the right,

2(λuuᵀ − Q) = −λ(uuᵀ − 1),

so Q = (3λ/2)(uuᵀ − 1/3). Conversely, uuᵀK = Kuuᵀ = 0, so the axial form commutes with R.

## Principal values and a second axis

The axial form satisfies Q² = (q/3)Q + 2q²/9, so each principal value is 2q/3 or −q/3. Let v₂ be the largest in magnitude. If v₀ and v₁ differed, zero trace would give v₂ = −q/3, and the ordering would require |2q/3| ≤ |q/3|. Then q = 0 and all three vanish, a contradiction. So v₀ = v₁, and the asymmetry η = (v₀ − v₁)/v₂ is zero whenever Q ≠ 0.

For two axes, let Q = a(uuᵀ − 1/3) = b(wwᵀ − 1/3) and c = u·w. Evaluating uᵀQu and wᵀQw both ways gives

2a/3 = b(c² − 1/3), a(c² − 1/3) = 2b/3.

Eliminating b leaves a(c² − 1)(c² + 1/3) = 0. Since |u ∓ w|² = 2 ∓ 2c, non-parallel axes have c² ≠ 1, so a = 0.

## The same argument in Lean

```lean
import Mathlib

open Matrix

namespace FieldGradientSiteSymmetry

noncomputable section
```

`crossMatrix u` is K, with components numbered 0, 1, 2.

```lean
/-- The matrix of the cross product with `u`, which generates rotations about `u`. -/
def crossMatrix (u : Fin 3 → ℝ) : Matrix (Fin 3) (Fin 3) ℝ :=
  !![0, -u 2, u 1; u 2, 0, -u 0; -u 1, u 0, 0]
```

`vecMulVec u u` is uuᵀ. The unit length of u is a hypothesis of the theorems, `u ⬝ᵥ u = 1`.

```lean
/-- Rodrigues' formula for the rotation by the angle `θ` about a unit vector `u`. -/
def rotation (u : Fin 3 → ℝ) (θ : ℝ) : Matrix (Fin 3) (Fin 3) ℝ :=
  Real.cos θ • 1 + Real.sin θ • crossMatrix u + (1 - Real.cos θ) • vecMulVec u u

/-- The tensor `q (u uᵀ - 1/3)` with axis `u` and strength `q`. -/
def axialTensor (u : Fin 3 → ℝ) (q : ℝ) : Matrix (Fin 3) (Fin 3) ℝ :=
  q • (vecMulVec u u - (1 / 3 : ℝ) • 1)
```

Two lemmas give the action of uuᵀ on a vector and the formula for K².

```lean
lemma outer_mulVec (u w : Fin 3 → ℝ) : vecMulVec u u *ᵥ w = (u ⬝ᵥ w) • u := by
  ext i
  simp only [Matrix.mulVec, dotProduct, Matrix.vecMulVec_apply, Fin.sum_univ_three,
    Pi.smul_apply, smul_eq_mul]
  ring

lemma crossMatrix_sq (u : Fin 3 → ℝ) :
    crossMatrix u * crossMatrix u = vecMulVec u u - (u ⬝ᵥ u) • 1 := by
  ext i j
  fin_cases i <;> fin_cases j <;>
    simp [crossMatrix, Matrix.mul_apply, Matrix.vecMulVec_apply, dotProduct,
      Fin.sum_univ_three] <;> ring
```

The trace identity is checked entry by entry.

```lean
/-- For every 3×3 matrix `M`, the cross-product matrices of `u` and `M u` are related by
`Mᵀ [u] + [u] M + [M u] = tr(M) [u]`. -/
theorem crossMatrix_identity (M : Matrix (Fin 3) (Fin 3) ℝ) (u : Fin 3 → ℝ) :
    Mᵀ * crossMatrix u + crossMatrix u * M + crossMatrix (M *ᵥ u)
      = M.trace • crossMatrix u := by
  ext i j
  fin_cases i <;> fin_cases j <;>
    simp [crossMatrix, Matrix.mul_apply, Matrix.mulVec, Matrix.vecMul, dotProduct, Matrix.trace,
      Fin.sum_univ_three] <;> ring
```

The commutator with K follows by transposing `h` and cancelling 2 sin θ.

```lean
/-- A symmetric tensor that commutes with a rotation about `u`, by an angle that is not a
multiple of `π`, commutes with the generator of rotations about `u`. -/
theorem commutes_with_generator {Q : Matrix (Fin 3) (Fin 3) ℝ} {u : Fin 3 → ℝ} {θ : ℝ}
    (hQ : Q.IsSymm) (hθ : ∀ n : ℤ, θ ≠ n * Real.pi)
    (h : Q * rotation u θ = rotation u θ * Q) :
    Q * crossMatrix u = crossMatrix u * Q := by
  have hs : Real.sin θ ≠ 0 := fun h0 => by
    obtain ⟨n, hn⟩ := Real.sin_eq_zero_iff.mp h0
    exact hθ n hn.symm
  -- the rotation minus its transpose is `2 sin θ` times the generator
  have hT : rotation u θ - (rotation u θ)ᵀ = (2 * Real.sin θ) • crossMatrix u := by
    ext i j
    fin_cases i <;> fin_cases j <;>
      simp [rotation, crossMatrix, Matrix.vecMulVec_apply] <;> ring
  have h' := congrArg Matrix.transpose h
  rw [Matrix.transpose_mul, Matrix.transpose_mul, hQ.eq] at h'
  have key : (2 * Real.sin θ) • (Q * crossMatrix u)
      = (2 * Real.sin θ) • (crossMatrix u * Q) := by
    rw [← Matrix.mul_smul, ← Matrix.smul_mul, ← hT, mul_sub, sub_mul, h, h']
  exact smul_right_injective (Matrix (Fin 3) (Fin 3) ℝ)
    (mul_ne_zero two_ne_zero hs) key
```

Moving Q past K twice makes u a principal axis.

```lean
/-- If a symmetric tensor commutes with a rotation about the unit vector `u`, by an angle
that is not a multiple of `π`, then `u` is a principal axis of the tensor. -/
theorem axis_is_principal {Q : Matrix (Fin 3) (Fin 3) ℝ} {u : Fin 3 → ℝ} {θ : ℝ}
    (hQ : Q.IsSymm) (hu : u ⬝ᵥ u = 1) (hθ : ∀ n : ℤ, θ ≠ n * Real.pi)
    (h : Q * rotation u θ = rotation u θ * Q) :
    Q *ᵥ u = (u ⬝ᵥ Q *ᵥ u) • u := by
  have hK := commutes_with_generator hQ hθ h
  have e : crossMatrix u * crossMatrix u * Q = Q * (crossMatrix u * crossMatrix u) := by
    rw [mul_assoc, ← hK, ← mul_assoc, ← hK, mul_assoc]
  -- hence `Q` commutes with the projector on the axis
  rw [crossMatrix_sq, hu, one_smul, sub_mul, mul_sub, one_mul, mul_one] at e
  have e' := congrArg (fun M => M *ᵥ u) (sub_left_inj.mp e)
  simp only [← Matrix.mulVec_mulVec, outer_mulVec, hu, one_smul] at e'
  exact e'.symm
```

In the equivalence, `h2` is 2QK = −λK and `h3` is the equation obtained from it by multiplying by K on the right.

```lean
/-- A symmetric traceless field gradient commutes with a rotation about the unit vector `u`,
by an angle that is not a multiple of `π`, exactly when it equals `q (u uᵀ - 1/3)` with
`q = (3/2) uᵀ Q u`. -/
theorem commutes_iff_axial {Q : Matrix (Fin 3) (Fin 3) ℝ} {u : Fin 3 → ℝ} {θ : ℝ}
    (hQ : Q.IsSymm) (htr : Q.trace = 0) (hu : u ⬝ᵥ u = 1)
    (hθ : ∀ n : ℤ, θ ≠ n * Real.pi) :
    Q * rotation u θ = rotation u θ * Q ↔ Q = axialTensor u (3 / 2 * (u ⬝ᵥ Q *ᵥ u)) := by
  constructor
  · intro h
    have hK := commutes_with_generator hQ hθ h
    have hl := axis_is_principal hQ hu hθ h
    generalize u ⬝ᵥ Q *ᵥ u = l at hl ⊢
    have hsm : crossMatrix (l • u) = l • crossMatrix u := by
      ext i j
      fin_cases i <;> fin_cases j <;> simp [crossMatrix]
    have h1 := crossMatrix_identity Q u
    rw [hQ.eq, htr, hl, hsm, zero_smul, ← hK] at h1
    have h2 : (2 : ℝ) • (Q * crossMatrix u) = (-l) • crossMatrix u := by
      linear_combination (norm := module) h1
    have hKK := crossMatrix_sq u
    rw [hu, one_smul] at hKK
    have hP : Q * vecMulVec u u = l • vecMulVec u u := by
      rw [Matrix.mul_vecMulVec, hl, Matrix.smul_vecMulVec]
    -- multiply by the generator once more and solve for `Q`
    have h3 : (2 : ℝ) • (l • vecMulVec u u - Q) = (-l) • (vecMulVec u u - 1) := by
      rw [← hKK, ← Matrix.smul_mul, ← h2, Matrix.smul_mul, mul_assoc, hKK, mul_sub,
        mul_one, hP]
    unfold axialTensor
    linear_combination (norm := module) (-1 / 2 : ℝ) • h3
  · intro h
    rw [h]
    have hPK : Commute (vecMulVec u u) (crossMatrix u) := by
      change vecMulVec u u * crossMatrix u = crossMatrix u * vecMulVec u u
      ext i j
      fin_cases i <;> fin_cases j <;>
        simp [crossMatrix, Matrix.mul_apply, Matrix.vecMulVec_apply,
          Fin.sum_univ_three] <;> ring
    have hR : Commute (vecMulVec u u) (rotation u θ) :=
      (((Commute.one_right _).smul_right _).add_right (hPK.smul_right _)).add_right
        ((Commute.refl _).smul_right _)
    exact ((hR.sub_left ((Commute.one_left _).smul_left _)).smul_left _).eq
```

The quadratic equation comes next.

```lean
lemma axialTensor_sq {u : Fin 3 → ℝ} (hu : u ⬝ᵥ u = 1) (q : ℝ) :
    axialTensor u q * axialTensor u q
      = (q / 3) • axialTensor u q + (2 * q ^ 2 / 9) • 1 := by
  have hP : vecMulVec u u * vecMulVec u u = vecMulVec u u := by
    rw [Matrix.mul_vecMulVec, outer_mulVec, hu, one_smul]
  simp only [axialTensor, Matrix.smul_mul, Matrix.mul_smul, mul_sub, sub_mul, mul_one,
    one_mul, hP]
  module
```

Here P is orthogonal and its columns are principal axes; `hDD` transfers the quadratic equation to the principal values. The conclusion is `v 0 = v 1`, which also makes sense for Q = 0.

```lean
/-- Let a symmetric traceless field gradient with principal values `v 0, v 1, v 2`, the last
largest in magnitude, commute with a rotation about a unit vector by an angle that is not a
multiple of `π`. Then `v 0 = v 1`: the numerator of the asymmetry parameter vanishes. -/
theorem asymmetry_vanishes {Q P : Matrix (Fin 3) (Fin 3) ℝ} {u v : Fin 3 → ℝ} {θ : ℝ}
    (hQ : Q.IsSymm) (htr : Q.trace = 0) (hu : u ⬝ᵥ u = 1)
    (hθ : ∀ n : ℤ, θ ≠ n * Real.pi) (h : Q * rotation u θ = rotation u θ * Q)
    (hP : Pᵀ * P = 1) (hD : Q = P * diagonal v * Pᵀ)
    (h0 : |v 0| ≤ |v 2|) (h1 : |v 1| ≤ |v 2|) : v 0 = v 1 := by
  obtain ⟨q, hq⟩ : ∃ q, Q = axialTensor u q := ⟨_, (commutes_iff_axial hQ htr hu hθ).mp h⟩
  have hsq : Q * Q = (q / 3) • Q + (2 * q ^ 2 / 9) • 1 := by
    rw [hq]
    exact axialTensor_sq hu q
  have hQP : Q * P = P * diagonal v := by
    rw [hD, mul_assoc, hP, mul_one]
  have hPQP : Pᵀ * (Q * P) = diagonal v := by
    rw [hQP, ← mul_assoc, hP, one_mul]
  -- the principal values obey the same quadratic equation as the tensor
  have hDD : diagonal v * diagonal v = (q / 3) • diagonal v + (2 * q ^ 2 / 9) • 1 := by
    calc diagonal v * diagonal v = Pᵀ * (Q * Q * P) := by
          rw [mul_assoc Q Q P, hQP, ← mul_assoc Q P, hQP, ← mul_assoc, ← mul_assoc, hP,
            one_mul]
      _ = _ := by
          rw [hsq, add_mul, Matrix.smul_mul, Matrix.smul_mul, one_mul, mul_add,
            Matrix.mul_smul, Matrix.mul_smul, hPQP, hP]
  have hv : ∀ i, v i = 2 * q / 3 ∨ v i = -q / 3 := fun i => by
    have e := congrFun (congrFun hDD i) i
    simp only [Matrix.diagonal_mul_diagonal, Matrix.diagonal_apply_eq, Matrix.add_apply,
      Matrix.smul_apply, Matrix.one_apply_eq, smul_eq_mul, mul_one] at e
    have e' : (v i - 2 * q / 3) * (v i - -q / 3) = 0 := by linear_combination e
    exact (mul_eq_zero.mp e').imp sub_eq_zero.mp sub_eq_zero.mp
  have hsum : v 0 + v 1 + v 2 = 0 := by
    rw [hD, Matrix.trace_mul_comm, ← mul_assoc, hP, one_mul, Matrix.trace_diagonal,
      Fin.sum_univ_three] at htr
    exact htr
  have s0 := sq_le_sq.mpr h0
  have s1 := sq_le_sq.mpr h1
  have h2 : v 2 = -v 0 - v 1 := by linarith
  rw [h2] at s0 s1
  rcases hv 0 with a | a <;> rcases hv 1 with b | b <;> rw [a, b] at s0 s1 ⊢
  · have hq0 : q = 0 := pow_eq_zero_iff two_ne_zero |>.mp (by nlinarith [sq_nonneg q])
    rw [hq0]; norm_num
  · have hq0 : q = 0 := pow_eq_zero_iff two_ne_zero |>.mp (by nlinarith [sq_nonneg q])
    rw [hq0]; norm_num
```

The quadratic form of an axial tensor supplies the comparisons `e1` to `e4` for two axes.

```lean
lemma axialTensor_quadratic (u x : Fin 3 → ℝ) (q : ℝ) :
    x ⬝ᵥ axialTensor u q *ᵥ x = q * ((u ⬝ᵥ x) ^ 2 - 1 / 3 * (x ⬝ᵥ x)) := by
  simp only [axialTensor, Matrix.smul_mulVec, Matrix.sub_mulVec, Matrix.one_mulVec,
    outer_mulVec, dotProduct_smul, dotProduct_sub, smul_eq_mul, dotProduct_comm x u]
  ring

/-- A symmetric traceless field gradient vanishes if it commutes with rotations about two
non-parallel unit vectors, each by an angle that is not a multiple of `π`. -/
theorem two_axes_force_zero {Q : Matrix (Fin 3) (Fin 3) ℝ} {u w : Fin 3 → ℝ} {θ φ : ℝ}
    (hQ : Q.IsSymm) (htr : Q.trace = 0) (hu : u ⬝ᵥ u = 1) (hw : w ⬝ᵥ w = 1)
    (hne : u ≠ w) (hne' : u ≠ -w)
    (hθ : ∀ n : ℤ, θ ≠ n * Real.pi) (hφ : ∀ n : ℤ, φ ≠ n * Real.pi)
    (h : Q * rotation u θ = rotation u θ * Q)
    (h' : Q * rotation w φ = rotation w φ * Q) : Q = 0 := by
  obtain ⟨a, ha⟩ : ∃ a, Q = axialTensor u a := ⟨_, (commutes_iff_axial hQ htr hu hθ).mp h⟩
  obtain ⟨b, hb⟩ : ∃ b, Q = axialTensor w b := ⟨_, (commutes_iff_axial hQ htr hw hφ).mp h'⟩
  -- compare the two axial forms along both axes
  have e1 := axialTensor_quadratic u u a
  have e2 := axialTensor_quadratic w u b
  have e3 := axialTensor_quadratic u w a
  have e4 := axialTensor_quadratic w w b
  rw [← ha, hu] at e1
  rw [← hb, hu, dotProduct_comm w u] at e2
  rw [← ha, hw] at e3
  rw [← hb, hw] at e4
  have hc1 : u ⬝ᵥ w - 1 ≠ 0 := fun hc => hne <| sub_eq_zero.mp <|
    dotProduct_self_eq_zero.mp <| by
      rw [sub_dotProduct, dotProduct_sub, dotProduct_sub, dotProduct_comm w u, hu, hw]
      linarith
  have hc2 : u ⬝ᵥ w + 1 ≠ 0 := fun hc => hne' <| eq_neg_of_add_eq_zero_left <|
    dotProduct_self_eq_zero.mp <| by
      rw [add_dotProduct, dotProduct_add, dotProduct_add, dotProduct_comm w u, hu, hw]
      linarith
  have hc3 : (u ⬝ᵥ w) ^ 2 + 1 / 3 ≠ 0 := by positivity
  have key : a * ((u ⬝ᵥ w - 1) * (u ⬝ᵥ w + 1) * ((u ⬝ᵥ w) ^ 2 + 1 / 3)) = 0 := by
    linear_combination (2 / 3) * (e1 - e2) - ((u ⬝ᵥ w) ^ 2 - 1 / 3) * (e3 - e4)
  have ha0 : a = 0 :=
    (mul_eq_zero.mp key).resolve_right (mul_ne_zero (mul_ne_zero hc1 hc2) hc3)
  rw [ha, ha0, axialTensor, zero_smul]
```

Excluding only multiples of 2π would be too weak: diag(1, −1, 0) survives a half-turn about z, yet is not axial about z.

```lean
/-- The symmetric traceless tensor `diag(1, -1, 0)` commutes with the half-turn about the
`z` axis, yet it is not of the form `q (z zᵀ - 1/3)` for any `q`. -/
theorem half_turn_insufficient :
    let Q : Matrix (Fin 3) (Fin 3) ℝ := !![1, 0, 0; 0, -1, 0; 0, 0, 0]
    Q.IsSymm ∧ Q.trace = 0 ∧
      Q * rotation ![0, 0, 1] Real.pi = rotation ![0, 0, 1] Real.pi * Q ∧
      ∀ q : ℝ, Q ≠ axialTensor ![0, 0, 1] q := by
  refine ⟨?_, ?_, ?_, fun q hq => ?_⟩
  · ext i j
    fin_cases i <;> fin_cases j <;> simp
  · simp [Matrix.trace, Fin.sum_univ_three]
  · ext i j
    fin_cases i <;> fin_cases j <;>
      simp [rotation, crossMatrix, Matrix.mul_apply, Fin.sum_univ_three]
  · have a := congrFun (congrFun hq 0) 0
    have b := congrFun (congrFun hq 1) 1
    simp [axialTensor] at a b
    linarith

end

end FieldGradientSiteSymmetry
```

```lean
#print axioms FieldGradientSiteSymmetry.commutes_iff_axial
#print axioms FieldGradientSiteSymmetry.asymmetry_vanishes
#print axioms FieldGradientSiteSymmetry.two_axes_force_zero
#print axioms FieldGradientSiteSymmetry.half_turn_insufficient
```

```
'FieldGradientSiteSymmetry.commutes_iff_axial' depends on axioms: [propext, Classical.choice, Quot.sound]
'FieldGradientSiteSymmetry.asymmetry_vanishes' depends on axioms: [propext, Classical.choice, Quot.sound]
'FieldGradientSiteSymmetry.two_axes_force_zero' depends on axioms: [propext, Classical.choice, Quot.sound]
'FieldGradientSiteSymmetry.half_turn_insufficient' depends on axioms: [propext, Classical.choice, Quot.sound]
```

## Reading a computed tensor

An electronic-structure calculation gives one such tensor per nucleus. On a threefold axis along z, symmetry reduces it to diag(−V/2, −V/2, V), with a single unknown V; at a tetrahedral site, with its four threefold axes, it vanishes. A computed diag(−0.4, −0.6, 1.0), in any units, has η = 0.2 and so commutes with no threefold rotation. If the site was meant to have a threefold axis, the geometry, the density or the numerical treatment has broken that symmetry. The theorems concern a single real tensor with exact invariance, and put no bound on η when the symmetry is only approximate.
